# An aufbau inequality with a fixed quadratic term passes to norm limits of the densities

For a frozen density `P`, the Fock functional assigns to a density `X` the energy `h X + B P X`, its one-electron energy plus its interaction with `P`. Here densities are just vectors in a real normed space, `h` is a continuous linear functional and `B` a continuous bilinear form; nothing is assumed about particle number, idempotency, the symmetry of `B` or the sign of `g`. The theorem `aufbau_of_tendsto` supposes that `a k` tends to `P` and `b k` to `Q`, and that for every `k` and every `X` in `S` the energy of `b k` in the field of `a k`, plus `g * ‖X - b k‖ ^ 2`, is at most the energy of `X` in that same field. It concludes that the same inequality holds with `P` and `Q` in place of `a k` and `b k`. The attempt finds the limit of each side term by term, then uses the fact that `≤` between convergent real sequences is kept in the limit.

The failing Lean file:

```lean
import Mathlib

open Filter Topology

namespace RoothaanTwoCycle

noncomputable section

variable {E : Type*} [NormedAddCommGroup E] [NormedSpace ℝ E]

/-- The Fock functional of a frozen density `P`, evaluated at the density `X`:
one-electron energy of `X` plus its interaction with `P`. -/
def fockEnergy (h : E →L[ℝ] ℝ) (B : E →L[ℝ] E →L[ℝ] ℝ) (P X : E) : ℝ :=
  h X + B P X

variable {h : E →L[ℝ] ℝ} {B : E →L[ℝ] E →L[ℝ] ℝ} {S : Set E} {g : ℝ} {D : ℕ → E}

/-- The aufbau inequality with constant `g` survives limits: if it holds against every `X` in `S`
for each pair `a k`, `b k`, then it holds for the pair of limits `P`, `Q`. -/
theorem aufbau_of_tendsto {a b : ℕ → E} {P Q : E} (ha : Tendsto a atTop (𝓝 P))
    (hb : Tendsto b atTop (𝓝 Q))
    (hab : ∀ k, ∀ X ∈ S, fockEnergy h B (a k) (b k) + g * ‖X - b k‖ ^ 2
      ≤ fockEnergy h B (a k) X) :
    ∀ X ∈ S, fockEnergy h B P Q + g * ‖X - Q‖ ^ 2 ≤ fockEnergy h B P X := by
  intro X hX
  have hBa : Tendsto (fun k => B (a k)) atTop (𝓝 (B P)) := (B.continuous.tendsto P).comp ha
  have hhb : Tendsto (fun k => h (b k)) atTop (𝓝 (h Q)) := (h.continuous.tendsto Q).comp hb
  have hl := (hhb.add (hBa.clm_apply hb)).add
    ((((tendsto_const_nhds (x := X)).sub hb).norm.pow 2).const_mul g)
  have hr := (tendsto_const_nhds (x := h X)).add
    (hBa.clm_apply (tendsto_const_nhds (x := X)))
  exact le_of_tendsto_of_tendsto' hl hr fun k => hab k X hX

end

end RoothaanTwoCycle
```

Messages:

```
Main.lean:28:27: error(lean.invalidField): Invalid field `clm_apply`: The environment does not contain `Function.clm_apply`, so it is not possible to project the field `clm_apply` from an expression
  hBa
of type
  ?m.244 ∈ 𝓝 (B P) → ?m.244 ∈ map (fun k => B (a k)) atTop
Main.lean:24:74: error: unsolved goals
E : Type u_1
inst✝¹ : NormedAddCommGroup E
inst✝ : NormedSpace ℝ E
h : E →L[ℝ] ℝ
B : E →L[ℝ] E →L[ℝ] ℝ
S : Set E
g : ℝ
a b : ℕ → E
P Q : E
ha : Tendsto a atTop (𝓝 P)
hb : Tendsto b atTop (𝓝 Q)
hab : ∀ (k : ℕ), ∀ X ∈ S, fockEnergy h B (a k) (b k) + g * ‖X - b k‖ ^ 2 ≤ fockEnergy h B (a k) X
X : E
hX : X ∈ S
hBa : Tendsto (fun k => B (a k)) atTop (𝓝 (B P))
hhb : Tendsto (fun k => h (b k)) atTop (𝓝 (h Q))
⊢ fockEnergy h B P Q + g * ‖X - Q‖ ^ 2 ≤ fockEnergy h B P X
```

The first error is a missing lemma. `hBa` is a `Tendsto` statement, so `hBa.clm_apply` needs a `Filter.Tendsto.clm_apply`, which this environment lacks. Lean then unfolded `Tendsto` to the implication between set memberships shown in the message, and so it names `Function.clm_apply` as the missing field. The second error is a consequence: the proof stopped at `hl`, leaving the main goal open. The same call in `hr` was never reached.

The repair uses the version for continuous functions, `Continuous.clm_apply`, to prove in `hpair` that `B p.1 p.2` is continuous in the pair `p`. Composing this with the convergence of the pairs, supplied by `prodMk_nhds`, gives the two limits needed: `hBab` for `B (a k) (b k)` and `hBaX` for `B (a k) X`. These replace the failed terms in `hl` and `hr`. `hBa` is then unused, and removing it is mere tidying; the added comment has no effect on the proof.

Lean accepts the file once it reads:

```diff
@@ -24,10 +24,15 @@
     ∀ X ∈ S, fockEnergy h B P Q + g * ‖X - Q‖ ^ 2 ≤ fockEnergy h B P X := by
   intro X hX
-  have hBa : Tendsto (fun k => B (a k)) atTop (𝓝 (B P)) := (B.continuous.tendsto P).comp ha
+  -- the interaction is jointly continuous in both densities
+  have hpair : Continuous fun p : E × E => B p.1 p.2 :=
+    (B.continuous.comp continuous_fst).clm_apply continuous_snd
+  have hBab : Tendsto (fun k => B (a k) (b k)) atTop (𝓝 (B P Q)) :=
+    (hpair.tendsto (P, Q)).comp (ha.prodMk_nhds hb)
+  have hBaX : Tendsto (fun k => B (a k) X) atTop (𝓝 (B P X)) :=
+    (hpair.tendsto (P, X)).comp (ha.prodMk_nhds tendsto_const_nhds)
   have hhb : Tendsto (fun k => h (b k)) atTop (𝓝 (h Q)) := (h.continuous.tendsto Q).comp hb
-  have hl := (hhb.add (hBa.clm_apply hb)).add
+  have hl := (hhb.add hBab).add
     ((((tendsto_const_nhds (x := X)).sub hb).norm.pow 2).const_mul g)
-  have hr := (tendsto_const_nhds (x := h X)).add
-    (hBa.clm_apply (tendsto_const_nhds (x := X)))
+  have hr := (tendsto_const_nhds (x := h X)).add hBaX
   exact le_of_tendsto_of_tendsto' hl hr fun k => hab k X hX
 
```
